# A cluster operator that squares to zero has an exponential that ends at the linear term

In coupled-cluster theory the exponential of a cluster operator T acts on a reference state, and if T² = 0 that exponential is exactly 1 + T. The declaration `exp_of_sq_zero` states this for any square complex matrix T of finite size with `T * T = 0`. That condition is assumed, and nothing else about T is used: no excitation structure, Hamiltonian or reference state appears. The attempt writes the exponential as its power series, shows that every term from the second power on vanishes, and sums the two terms that remain.

The first attempt, which Lean rejects:

```lean
import Mathlib

open Matrix
open scoped Kronecker

namespace ExpOfSqZero

noncomputable section

variable {m n : Type*} [Fintype m] [DecidableEq m] [Fintype n] [DecidableEq n]

/-- The exponential series of a matrix converges to its exponential. -/
theorem hasSum_exp (A : Matrix n n ℂ) :
    HasSum (fun k : ℕ => ((k.factorial : ℂ)⁻¹) • A ^ k) (NormedSpace.exp A) := by
  -- sum the series in the normed algebra of operators, then return to matrices
  let e := Matrix.toEuclideanCLM (n := n) (𝕜 := ℂ)
  let L : (EuclideanSpace ℂ n →L[ℂ] EuclideanSpace ℂ n) →ₗ[ℂ] Matrix n n ℂ :=
    { toFun := e.symm, map_add' := map_add e.symm, map_smul' := map_smul e.symm }
  have hs : Summable fun k : ℕ => ((k.factorial : ℂ)⁻¹) • (e A) ^ k :=
    NormedSpace.expSeries_summable' (e A)
  have hL := hs.map L L.continuous_of_finiteDimensional
  have hfun : (L ∘ fun k : ℕ => ((k.factorial : ℂ)⁻¹) • (e A) ^ k) =
      fun k : ℕ => ((k.factorial : ℂ)⁻¹) • A ^ k := by
    funext k
    change e.symm (((k.factorial : ℂ)⁻¹) • (e A) ^ k) = _
    rw [← map_pow, ← map_smul, e.symm_apply_apply]
  rw [hfun] at hL
  rw [NormedSpace.exp_eq_tsum ℂ]
  exact hL.hasSum

/-- If a cluster operator squares to zero, its exponential stops after the linear term. -/
theorem exp_of_sq_zero {T : Matrix n n ℂ} (h : T * T = 0) : NormedSpace.exp T = 1 + T := by
  have hz : ∀ k ∉ Finset.range 2, ((k.factorial : ℂ)⁻¹) • T ^ k = 0 := by
    intro k hk
    have hk2 : 2 ≤ k := by simpa using hk
    obtain ⟨j, rfl⟩ := Nat.exists_eq_add_of_le hk2
    rw [pow_add, pow_two, h, zero_mul, smul_zero]
  rw [NormedSpace.exp_eq_tsum ℂ]
  change ∑' k : ℕ, ((k.factorial : ℂ)⁻¹) • T ^ k = _
  rw [tsum_eq_sum hz]
  simp [Finset.sum_range_succ]

end

end ExpOfSqZero
```

Messages:

```
Main.lean:35:27: error: Type mismatch: After simplification, term
  hk
 has type
  1 < k
but is expected to have type
  2 ≤ k
```

The error lies in the step that turns `k ∉ Finset.range 2` into `2 ≤ k`. There `simpa using hk` simplifies the hypothesis to `1 < k`, while the goal stays `2 ≤ k`. For natural numbers the two say the same thing, but `simpa` needs the simplified hypothesis to match the goal, and its check does not identify the two forms.

The repair no longer depends on the form `simp` chooses. Rewriting with `Finset.mem_range` turns `hk` into `¬k < 2`, and `omega` derives `2 ≤ k` from it by linear arithmetic. That bound goes straight to `Nat.exists_eq_add_of_le`, so the separate `hk2` is no longer needed.

The other change is mere tidying, since Lean reported no error in the lines it replaces. Instead of unfolding the exponential again with `NormedSpace.exp_eq_tsum` and restating the sum with `change`, the proof takes the series from the earlier theorem `hasSum_exp`.

After these edits no error is left:

```diff
@@ -33,10 +33,8 @@
   have hz : ∀ k ∉ Finset.range 2, ((k.factorial : ℂ)⁻¹) • T ^ k = 0 := by
     intro k hk
-    have hk2 : 2 ≤ k := by simpa using hk
-    obtain ⟨j, rfl⟩ := Nat.exists_eq_add_of_le hk2
+    rw [Finset.mem_range] at hk
+    obtain ⟨j, rfl⟩ := Nat.exists_eq_add_of_le (show 2 ≤ k by omega)
     rw [pow_add, pow_two, h, zero_mul, smul_zero]
-  rw [NormedSpace.exp_eq_tsum ℂ]
-  change ∑' k : ℕ, ((k.factorial : ℂ)⁻¹) • T ^ k = _
-  rw [tsum_eq_sum hz]
+  rw [← (hasSum_exp T).tsum_eq, tsum_eq_sum hz]
   simp [Finset.sum_range_succ]
 
```
